# The Dyson series of a single level converges to its Green's function if the level lies nearer the shift than iω does

Take one non-interacting level with real energy e, measured from the chemical potential, in units with ħ = 1. Its Green's function at imaginary frequency iω is 1/(iω − e), and the Dyson series expands it about a complex reference level, or shift, a. The theorem `dysonSum_tendsto` states that if |e − a| < |iω − a|, the partial sums of (e − a)ⁿ/(iω − a)ⁿ⁺¹, taken from n = 0, converge to 1/(iω − e). Here ω may be any real number, not only one of the discrete Matsubara frequencies. The proof treats the series as geometric, with ratio (e − a)/(iω − a) and prefactor 1/(iω − a), simplifies its limit, and then matches the partial sums term by term.

An attempt in Lean 4 with a fault in it:

```lean
import Mathlib

open Filter Topology

namespace DysonSumTendsto

noncomputable section

/-- The `n`-th term of the Dyson series for a level `e` at Matsubara frequency `w`, expanded
about a reference level (shift) `a`; its domain is `a ≠ i w`. -/
def dysonTerm (w : ℝ) (a : ℂ) (e : ℝ) (n : ℕ) : ℂ :=
  ((e : ℂ) - a) ^ n / (Complex.I * w - a) ^ (n + 1)

/-- The Dyson series summed through its first `N` terms, for `a ≠ i w`. -/
def dysonSum (w : ℝ) (a : ℂ) (e : ℝ) (N : ℕ) : ℂ :=
  ∑ n ∈ Finset.range N, dysonTerm w a e n

/-- If the level `e` is closer to the shift than `i w` is, the Dyson series sums to the
Green's function `1 / (i w - e)`. -/
theorem dysonSum_tendsto {w : ℝ} {a : ℂ} {e : ℝ}
    (h : ‖(e : ℂ) - a‖ < ‖Complex.I * w - a‖) :
    Tendsto (dysonSum w a e) atTop (𝓝 (1 / (Complex.I * w - e))) := by
  have hpos : 0 < ‖Complex.I * w - a‖ := lt_of_le_of_lt (norm_nonneg _) h
  have hz : Complex.I * w - a ≠ 0 := norm_pos_iff.1 hpos
  have hr : ‖((e : ℂ) - a) / (Complex.I * w - a)‖ < 1 := by
    rw [norm_div, div_lt_one hpos]
    exact h
  -- the series is geometric, with prefactor the Green's function of the reference level
  have hs := ((hasSum_geometric_of_norm_lt_one hr).mul_left
    (Complex.I * w - a)⁻¹).tendsto_sum_nat
  have h1 : (Complex.I * w - a) * (((e : ℂ) - a) / (Complex.I * w - a)) = e - a :=
    mul_div_cancel₀ _ hz
  have h2 : (Complex.I * w - a) * (1 - ((e : ℂ) - a) / (Complex.I * w - a))
      = Complex.I * w - e := by
    linear_combination -h1
  rw [← mul_inv, h2, ← one_div] at hs
  refine hs.congr fun N => Finset.sum_congr rfl fun n _ => ?_
  rw [dysonTerm, div_pow, pow_succ, div_eq_mul_inv, div_eq_mul_inv, mul_inv]
  ring

end

end DysonSumTendsto
```

Messages:

```
Main.lean:37:9: error: Application type mismatch: The argument
  hs
has type
  Tendsto (fun n => ∑ i ∈ Finset.range n, 1 / (Complex.I * ↑w - a) * ((↑e - a) / (Complex.I * ↑w - a)) ^ i) atTop
    (𝓝 (Complex.I * ↑w - ↑e)⁻¹)
but is expected to have type
  Tendsto (fun N => (Finset.range N).sum (?m.295 N)) atTop (𝓝 (1 / (Complex.I * ↑w - ↑e)))
in the application
  Tendsto.congr (fun N => Finset.sum_congr rfl fun n x => ?m.300) hs
```

Cause. The message says that `hs` has the limit `(Complex.I * ↑w - ↑e)⁻¹`, while the goal needs `1 / (Complex.I * ↑w - ↑e)`. The two are equal, but Lean does not identify them here without a rewrite.

The step `← one_div` was meant to supply it. Its pattern, `?a⁻¹`, fits any inverse, and `rw` settled on the prefactor `(Complex.I * ↑w - a)⁻¹` inside the sum. Once the pattern was fixed to that expression, the inverse in the limit no longer matched and stayed as it was. The message shows the result: `1 / (Complex.I * ↑w - a)` in the summand, and an inverse still in the limit.

The repair drops `← one_div` from the rewrite of `hs` and applies `one_div` to the goal instead, turning its limit into the same inverse. Splitting the `refine` and adding `unfold dysonSum` only set out the comparison of the sums in steps; the message shows no fault there, so these changes are tidying.

The mended proof, as a diff:

```diff
@@ -34,6 +34,9 @@
       = Complex.I * w - e := by
     linear_combination -h1
-  rw [← mul_inv, h2, ← one_div] at hs
-  refine hs.congr fun N => Finset.sum_congr rfl fun n _ => ?_
+  rw [← mul_inv, h2] at hs
+  rw [one_div]
+  refine hs.congr fun N => ?_
+  unfold dysonSum
+  refine Finset.sum_congr rfl fun n _ => ?_
   rw [dysonTerm, div_pow, pow_succ, div_eq_mul_inv, div_eq_mul_inv, mul_inv]
   ring
```
